# Exchange energy of the unpolarized uniform electron gas: $-3k_F/(4\pi)$ per electron in Hartree atomic units

A factor of two lost in a spin sum or a pair count leaves an exchange energy with the right sign and the right scaling with density, so neither check reveals the mistake. A known coefficient does. For the uniform gas with a filled Fermi sphere of radius $k_F>0$, the coefficient follows from the overlap of two spheres.

```lean
import Mathlib

open MeasureTheory Set

namespace JelliumExchange

noncomputable section
```

## The filled Fermi sphere

The ground state of non-interacting electrons fills every momentum up to $k_F$, equally for both spins. The file writes a momentum as a pair in `ℝ × ℂ`: a component $z$ along the momentum transfer $q$, and a transverse vector $w$ in the plane.

```lean
/-- The Fermi sphere of radius `kF`, for `kF ≥ 0`; a momentum is a component along a fixed axis
together with a transverse part in the plane `ℂ`. -/
def fermiSphere (kF : ℝ) : Set (ℝ × ℂ) := {k | k.1 ^ 2 + ‖k.2‖ ^ 2 ≤ kF ^ 2}
```

The lens contains the momenta for which both $k-q/2$ and $k+q/2$ are occupied.

```lean
/-- The momenta `k` for which `k - q/2` and `k + q/2` both lie in the Fermi sphere, with the
transfer `q` along the axis. -/
def lens (kF q : ℝ) : Set (ℝ × ℂ) :=
  {k | (k.1 - q / 2, k.2) ∈ fermiSphere kF ∧ (k.1 + q / 2, k.2) ∈ fermiSphere kF}
```

For this state, Pauli exclusion between electrons of equal spin lowers the static structure factor $S(q)$ below one by the ratio of lens volume to sphere volume. The file takes this as the definition of $S$; it does not derive it from a many-electron wavefunction. Here `volume` is Lebesgue measure and `toReal` turns it into a real number.

```lean
/-- The static structure factor of the unpolarized free electron gas, for `kF > 0`: one minus
the ratio of the lens volume to the volume of the Fermi sphere. -/
def structureFactor (kF q : ℝ) : ℝ :=
  1 - (volume (lens kF q)).toReal / (volume (fermiSphere kF)).toReal
```

The exchange energy per electron is likewise defined, as half the Coulomb interaction $4\pi/q^2$ weighted by $S-1$:

$$e_x=\frac12\int_0^\infty \frac{4\pi q^2\,dq}{(2\pi)^3}\,\frac{4\pi}{q^2}\,\bigl(S(q)-1\bigr).$$

```lean
/-- The exchange energy per electron in Hartree atomic units, for `kF > 0`: half the integral
of the Coulomb interaction `4π/q²` times `S(q) - 1` over momentum shells of radius `q > 0`. -/
def exchangeEnergy (kF : ℝ) : ℝ :=
  1 / 2 * ∫ q in Ioi (0 : ℝ), 4 * Real.pi * q ^ 2 / (2 * Real.pi) ^ 3 *
    (4 * Real.pi / q ^ 2) * (structureFactor kF q - 1)
```

## A transfer with $q\ge 0$

Physically, $q$ is the length of the transfer. A point $(z,w)$ is in the lens when $(z\mp q/2)^2+|w|^2\le k_F^2$ for both signs. For $q\ge0$ the larger of the two squares is $(|z|+q/2)^2$, so the slice at height $z$ is a disc of area

$$A(z)=\pi\bigl[k_F^2-(|z|+q/2)^2\bigr],$$

or has area zero if this is negative.

For negative $q$ the formula picks the nearer centre. With $k_F=1$ and $q=-2$ the spheres only touch and the lens has volume zero, yet the slice integral gives $8\pi/3$.

In the proof, `Measure.prod_apply` cuts the lens into slices and `hmem` establishes the disc condition, using `hq` in the products with $|z|$. `ENNReal.ofReal` replaces negative areas by zero.

```lean
/-- For `q ≥ 0` the lens volume is the integral of the areas of its discs perpendicular to the
transfer; a negative value of the area formula counts as zero. -/
theorem volume_lens_slices {kF q : ℝ} (hq : 0 ≤ q) : volume (lens kF q) =
    ∫⁻ z : ℝ, ENNReal.ofReal (Real.pi * (kF ^ 2 - (|z| + q / 2) ^ 2)) := by
  have h1 : IsClosed {k : ℝ × ℂ | (k.1 - q / 2) ^ 2 + ‖k.2‖ ^ 2 ≤ kF ^ 2} :=
    isClosed_le (by fun_prop) (by fun_prop)
  have h2 : IsClosed {k : ℝ × ℂ | (k.1 + q / 2) ^ 2 + ‖k.2‖ ^ 2 ≤ kF ^ 2} :=
    isClosed_le (by fun_prop) (by fun_prop)
  have hm : MeasurableSet (lens kF q) := (h1.inter h2).measurableSet
  rw [Measure.volume_eq_prod, Measure.prod_apply hm]
  refine lintegral_congr fun z => ?_
  -- the farther of the two centres decides whether a point is in the lens
  have hmem : ∀ w : ℂ, (z, w) ∈ lens kF q ↔ ‖w‖ ^ 2 ≤ kF ^ 2 - (|z| + q / 2) ^ 2 := by
    intro w
    simp only [lens, fermiSphere, Set.mem_ofPred_eq]
    rcases le_total 0 z with hz | hz
    · rw [abs_of_nonneg hz]
      have := mul_nonneg hz hq
      exact ⟨fun h => by linarith [h.2], fun h => ⟨by nlinarith, by linarith⟩⟩
    · rw [abs_of_nonpos hz]
      have := mul_nonneg (neg_nonneg.2 hz) hq
      exact ⟨fun h => by nlinarith [h.1], fun h => ⟨by nlinarith, by nlinarith⟩⟩
  rcases lt_or_ge (kF ^ 2 - (|z| + q / 2) ^ 2) 0 with hc | hc
  · have he : Prod.mk z ⁻¹' lens kF q = ∅ := by
      ext w
      simp only [mem_preimage, hmem, mem_empty_iff_false, iff_false, not_le]
      exact hc.trans_le (sq_nonneg _)
    rw [he, measure_empty, ENNReal.ofReal_of_nonpos]
    nlinarith [mul_pos Real.pi_pos (neg_pos.2 hc)]
  · have he : Prod.mk z ⁻¹' lens kF q =
        Metric.closedBall 0 (√(kF ^ 2 - (|z| + q / 2) ^ 2)) := by
      ext w
      rw [mem_preimage, hmem, mem_closedBall_zero_iff]
      refine ⟨fun h => (le_abs_self _).trans (Real.abs_le_sqrt h), fun h => ?_⟩
      exact (pow_le_pow_left₀ (norm_nonneg w) h 2).trans_eq (Real.sq_sqrt hc)
    have hpi : ENNReal.ofReal Real.pi = (NNReal.pi : ENNReal) := by
      rw [← NNReal.coe_real_pi, ENNReal.ofReal_coe_nnreal]
    rw [he, Complex.volume_closedBall, ← ENNReal.ofReal_pow (Real.sqrt_nonneg _),
      Real.sq_sqrt hc, mul_comm Real.pi, ENNReal.ofReal_mul hc, hpi]
```

## Overlapping spheres: $q\le 2k_F$

The centres are a distance $q$ apart, so the spheres meet only up to $q=2k_F$. In that range the discs occupy $|z|\le a=k_F-q/2$. The two halves are mirror images, and shifting $z$ by $q/2$ gives

$$V=2\int_0^a\pi\bigl[k_F^2-(z+q/2)^2\bigr]dz=2\int_{q/2}^{k_F}\pi(k_F^2-z^2)\,dz.$$

Without the bound, the limits of integration change order. For $k_F=1$ and $q=4$ the right-hand side is $8\pi/3$, although the spheres are disjoint.

The proof follows the same route: `hset` discards the empty slices, `hL` reflects one cap onto the other, and `hR` makes the shift. The bound `hqk` enters as $a\ge0$.

```lean
/-- For `0 ≤ q ≤ 2 kF` the volume of the lens is twice the integral of `π (kF² - z²)` from `q/2` to
`kF`. -/
theorem volume_lens {kF q : ℝ} (hq : 0 ≤ q) (hqk : q ≤ 2 * kF) :
    (volume (lens kF q)).toReal = 2 * ∫ z in (q / 2)..kF, Real.pi * (kF ^ 2 - z ^ 2) := by
  obtain ⟨a, ha⟩ : ∃ a, a = kF - q / 2 := ⟨_, rfl⟩
  have ha0 : 0 ≤ a := by linarith
  obtain ⟨f, hf⟩ : ∃ f : ℝ → ℝ, ∀ z, f z = Real.pi * (kF ^ 2 - (|z| + q / 2) ^ 2) :=
    ⟨_, fun _ => rfl⟩
  have hc : Continuous f := by
    rw [funext hf]
    fun_prop
  have hv : volume (lens kF q) = ∫⁻ z, ENNReal.ofReal (f z) := by
    rw [volume_lens_slices hq]
    simp only [hf]
  -- only slices with |z| ≤ a contribute
  have hset : ∫⁻ z, ENNReal.ofReal (f z) = ∫⁻ z in Ioc (-a) a, ENNReal.ofReal (f z) := by
    rw [← lintegral_indicator measurableSet_Ioc]
    refine lintegral_congr fun z => ?_
    by_cases hz : z ∈ Ioc (-a) a
    · rw [indicator_of_mem hz]
    · rw [indicator_of_notMem hz]
      apply ENNReal.ofReal_of_nonpos
      have h1 : a ≤ |z| := le_of_not_gt fun h => hz ⟨(abs_lt.1 h).1, (abs_lt.1 h).2.le⟩
      have h2 : kF ^ 2 ≤ (|z| + q / 2) ^ 2 := pow_le_pow_left₀ (by linarith) (by linarith) 2
      rw [hf]
      nlinarith [mul_nonneg Real.pi_pos.le (sub_nonneg.2 h2)]
  have hnn : 0 ≤ᵐ[volume.restrict (Ioc (-a) a)] f := by
    refine (ae_restrict_iff' measurableSet_Ioc).2 (ae_of_all _ fun z hz => ?_)
    have h1 : |z| ≤ a := abs_le.2 ⟨hz.1.le, hz.2⟩
    have h2 : (|z| + q / 2) ^ 2 ≤ kF ^ 2 := pow_le_pow_left₀ (by positivity) (by linarith) 2
    change 0 ≤ f z
    rw [hf]
    exact mul_nonneg Real.pi_pos.le (sub_nonneg.2 h2)
  have hint : Integrable f (volume.restrict (Ioc (-a) a)) :=
    hc.integrableOn_Icc.mono_set Ioc_subset_Icc_self
  -- the two caps are mirror images, and a shift by q/2 gives the stated integral
  have hL : ∫ z in (-a)..0, f z = ∫ z in (0 : ℝ)..a, f z := by
    have h := intervalIntegral.integral_comp_neg (a := 0) (b := a) f
    rw [neg_zero] at h
    rw [← h]
    simp only [hf, abs_neg]
  have hR : ∫ z in (0 : ℝ)..a, f z = ∫ z in (q / 2)..kF, Real.pi * (kF ^ 2 - z ^ 2) := by
    have h := intervalIntegral.integral_comp_add_right (a := 0) (b := a)
      (fun z => Real.pi * (kF ^ 2 - z ^ 2)) (q / 2)
    rw [zero_add, show a + q / 2 = kF by linarith] at h
    refine Eq.trans (intervalIntegral.integral_congr fun z hz => ?_) h
    rw [uIcc_of_le ha0] at hz
    simp only [hf, abs_of_nonneg hz.1]
  rw [hv, hset, ← ofReal_integral_eq_lintegral_ofReal hint hnn,
    ENNReal.toReal_ofReal (integral_nonneg_of_ae hnn),
    ← intervalIntegral.integral_of_le (by linarith),
    ← intervalIntegral.integral_add_adjacent_intervals (hc.intervalIntegrable (-a) 0)
      (hc.intervalIntegrable 0 a), hL, hR]
  ring
```

## A sphere of positive radius: $k_F>0$

Positive $k_F$ means that there are electrons present, and it permits the scaled variable $x=q/(2k_F)$. Integrating the polynomial gives

$$V=2\pi\left(\frac{2k_F^3}{3}-\frac{k_F^2q}{2}+\frac{q^3}{24}\right)
=\frac{4\pi}{3}k_F^3\left(1-\frac{3x}{2}+\frac{x^3}{2}\right).$$

In Lean, `field_simp` uses `hk` to clear the denominators.

```lean
/-- For `kF > 0`, `0 ≤ q ≤ 2 kF` and `x = q/(2 kF)`, the lens has the volume
`(4π/3) kF³ (1 - 3x/2 + x³/2)`. -/
theorem volume_lens_closed {kF q : ℝ} (hk : 0 < kF) (hq : 0 ≤ q) (hqk : q ≤ 2 * kF) :
    (volume (lens kF q)).toReal = 4 * Real.pi / 3 * kF ^ 3 *
      (1 - 3 / 2 * (q / (2 * kF)) + (q / (2 * kF)) ^ 3 / 2) := by
  rw [volume_lens hq hqk, intervalIntegral.integral_const_mul,
    intervalIntegral.integral_sub (continuous_const.intervalIntegrable _ _)
      ((continuous_pow 2).intervalIntegrable _ _),
    intervalIntegral.integral_const, integral_pow, smul_eq_mul]
  push_cast
  field_simp
  ring
```

At $q=0$ the lens is the whole sphere, with volume $4\pi k_F^3/3$. Dividing by it leaves

$$S=\frac{3x}{2}-\frac{x^3}{2}\qquad(0\le q\le2k_F).$$

The proof obtains the sphere volume in the same way, from `h0`, and uses `hk` to know that it is nonzero.

```lean
/-- For `kF > 0`, `0 ≤ q ≤ 2 kF` and `x = q/(2 kF)`, the structure factor is
`S = 3x/2 - x³/2`. -/
theorem structureFactor_eq {kF q : ℝ} (hk : 0 < kF) (hq : 0 ≤ q) (hqk : q ≤ 2 * kF) :
    structureFactor kF q = 3 / 2 * (q / (2 * kF)) - (q / (2 * kF)) ^ 3 / 2 := by
  -- the Fermi sphere is the lens at zero transfer
  have h0 : lens kF 0 = fermiSphere kF := by
    ext k
    simp [lens]
  have hs : (volume (fermiSphere kF)).toReal = 4 * Real.pi / 3 * kF ^ 3 := by
    rw [← h0, volume_lens_closed hk le_rfl (by linarith), zero_div]
    ring
  have hV : 4 * Real.pi / 3 * kF ^ 3 ≠ 0 := by positivity
  rw [structureFactor, hs, volume_lens_closed hk hq hqk, mul_div_cancel_left₀ _ hV]
  ring
```

## Separated spheres: $q\ge 2k_F$

Beyond $2k_F$ no slice has positive area, so $V=0$ and $S=1$: exchange no longer contributes. The condition `hqk` now points the other way and makes every value of the area formula non-positive. Below the threshold the conclusion fails: $k_F=1$, $q=1$ gives $S=11/16$.

```lean
/-- For `kF > 0` and `q ≥ 2 kF` the structure factor equals one. -/
theorem structureFactor_eq_one {kF q : ℝ} (hk : 0 < kF) (hqk : 2 * kF ≤ q) :
    structureFactor kF q = 1 := by
  have hz : ∀ z : ℝ, ENNReal.ofReal (Real.pi * (kF ^ 2 - (|z| + q / 2) ^ 2)) = 0 := by
    intro z
    apply ENNReal.ofReal_of_nonpos
    have h : kF ^ 2 ≤ (|z| + q / 2) ^ 2 :=
      pow_le_pow_left₀ hk.le (by linarith [abs_nonneg z]) 2
    nlinarith [mul_nonneg Real.pi_pos.le (sub_nonneg.2 h)]
  have hv : volume (lens kF q) = 0 := by
    rw [volume_lens_slices (by linarith)]
    simp only [hz, lintegral_zero]
  simp [structureFactor, hv]
```

The two ranges agree at $q=2k_F$. Between $0$ and $2k_F$, take scaled transfers $0\le x<y\le1$, with structure factors $S_x$ and $S_y$. Then

$$S_y-S_x=\tfrac12(y-x)\bigl[3-(x^2+xy+y^2)\bigr]>0,$$

because $x<1$ keeps the sum in brackets below three. `StrictMonoOn` states this strict increase on the closed interval, and `h3` is the bound on that sum.

```lean
/-- For `kF > 0` the structure factor increases strictly on `[0, 2 kF]`, from zero at `q = 0`
to one at `q = 2 kF`. -/
theorem structureFactor_increasing {kF : ℝ} (hk : 0 < kF) :
    StrictMonoOn (structureFactor kF) (Icc 0 (2 * kF)) ∧
      structureFactor kF 0 = 0 ∧ structureFactor kF (2 * kF) = 1 := by
  refine ⟨fun p hp q hq hpq => ?_, ?_, structureFactor_eq_one hk le_rfl⟩
  · rw [structureFactor_eq hk hp.1 hp.2, structureFactor_eq hk hq.1 hq.2]
    have hx : 0 ≤ p / (2 * kF) := div_nonneg hp.1 (by linarith)
    have hxy : p / (2 * kF) < q / (2 * kF) := by gcongr
    have hy : q / (2 * kF) ≤ 1 := (div_le_one (by linarith)).2 hq.2
    generalize p / (2 * kF) = x at *
    generalize q / (2 * kF) = y at *
    have h3 : x ^ 2 + x * y + y ^ 2 < 3 := by
      nlinarith [mul_nonneg hx (sub_nonneg.2 hy), mul_nonneg hx (sub_nonneg.2 (hxy.le.trans hy)),
        mul_nonneg (hx.trans hxy.le) (sub_nonneg.2 hy)]
    nlinarith [mul_pos (sub_pos.2 hxy) (sub_pos.2 h3)]
  · rw [structureFactor_eq hk le_rfl (by linarith), zero_div]
    ring
```

## The energy integral and the sign of $k_F$

For $q>0$ the shell area cancels the Coulomb singularity:

$$\frac12\cdot\frac{4\pi q^2}{(2\pi)^3}\cdot\frac{4\pi}{q^2}=\frac1\pi .$$

Since $S-1$ vanishes beyond $2k_F$, the integral stops there. These are the steps `hcoul` and `hcut`.

```lean
/-- For `kF > 0` the exchange energy per electron is `1/π` times the integral of `S(q) - 1`
over `[0, 2 kF]`. -/
theorem exchangeEnergy_eq_integral {kF : ℝ} (hk : 0 < kF) : exchangeEnergy kF =
    1 / Real.pi * ∫ q in (0 : ℝ)..(2 * kF), (structureFactor kF q - 1) := by
  have hpi := Real.pi_ne_zero
  -- beyond 2 kF the integrand vanishes
  have hcut : ∀ q ∈ Ioi (0 : ℝ) \ Ioc 0 (2 * kF), 4 * Real.pi * q ^ 2 / (2 * Real.pi) ^ 3 *
      (4 * Real.pi / q ^ 2) * (structureFactor kF q - 1) = 0 := by
    intro q hq
    have h : 2 * kF ≤ q := le_of_not_ge fun h => hq.2 ⟨hq.1, h⟩
    rw [structureFactor_eq_one hk h, sub_self, mul_zero]
  -- the shell area cancels the Coulomb singularity
  have hcoul : ∀ q ∈ Ioc (0 : ℝ) (2 * kF), 4 * Real.pi * q ^ 2 / (2 * Real.pi) ^ 3 *
      (4 * Real.pi / q ^ 2) * (structureFactor kF q - 1) =
        2 / Real.pi * (structureFactor kF q - 1) := by
    intro q hq
    have hq0 : q ≠ 0 := hq.1.ne'
    congr 1
    field_simp
    norm_num
  rw [exchangeEnergy, MeasureTheory.setIntegral_eq_of_subset_of_forall_sdiff_eq_zero measurableSet_Ioi
    Ioc_subset_Ioi_self hcut, setIntegral_congr_fun measurableSet_Ioc hcoul,
    integral_const_mul, ← intervalIntegral.integral_of_le (by linarith)]
  ring
```

Substituting $q=2k_Fx$ gives

$$e_x=\frac{2k_F}{\pi}\int_0^1\left(\frac{3x}{2}-\frac{x^3}{2}-1\right)dx
=\frac{2k_F}{\pi}\left(\frac34-\frac18-1\right)=-\frac{3k_F}{4\pi}.$$

Lean keeps $q$ as the variable and differentiates an explicit antiderivative in `hder`; its value over the interval is $-3k_F/4$, and the prefactor $1/\pi$ completes the result.

A negative $k_F$ would break the formula. The sphere is defined through $k_F^2$, so $k_F=-1$ describes the same gas as $k_F=1$, with energy $-3/(4\pi)$, whereas the right-hand side would be $+3/(4\pi)$.

```lean
/-- The exchange energy per electron of the unpolarized uniform electron gas with `kF > 0` is
`-3 kF/(4π)` in Hartree atomic units. -/
theorem exchangeEnergy_eq {kF : ℝ} (hk : 0 < kF) :
    exchangeEnergy kF = -(3 * kF) / (4 * Real.pi) := by
  have hS : ∫ q in (0 : ℝ)..(2 * kF), (structureFactor kF q - 1) =
      ∫ q in (0 : ℝ)..(2 * kF), (3 / (4 * kF) * q - 1 / (16 * kF ^ 3) * q ^ 3 - 1) := by
    refine intervalIntegral.integral_congr fun q hq => ?_
    rw [uIcc_of_le (by linarith)] at hq
    simp only [structureFactor_eq hk hq.1 hq.2]
    ring
  -- an antiderivative of the cubic
  have hder : ∀ q ∈ uIcc (0 : ℝ) (2 * kF), HasDerivAt
      (fun q : ℝ => 3 / (8 * kF) * q ^ 2 - 1 / (64 * kF ^ 3) * q ^ 4 - q)
      (3 / (4 * kF) * q - 1 / (16 * kF ^ 3) * q ^ 3 - 1) q := by
    intro q _
    have h2 : HasDerivAt (fun x : ℝ => x ^ 2) (2 * q) q := by simpa using hasDerivAt_pow 2 q
    have h4 : HasDerivAt (fun x : ℝ => x ^ 4) (4 * q ^ 3) q := by
      simpa using hasDerivAt_pow 4 q
    exact (((h2.const_mul (3 / (8 * kF))).fun_sub (h4.const_mul (1 / (64 * kF ^ 3)))).fun_sub
      (hasDerivAt_id' q)).congr_deriv (by ring)
  have hc : Continuous fun q : ℝ => 3 / (4 * kF) * q - 1 / (16 * kF ^ 3) * q ^ 3 - 1 := by
    fun_prop
  have hI := intervalIntegral.integral_eq_sub_of_hasDerivAt hder (hc.intervalIntegrable _ _)
  have hval : ∫ q in (0 : ℝ)..(2 * kF), (3 / (4 * kF) * q - 1 / (16 * kF ^ 3) * q ^ 3 - 1) =
      -(3 * kF) / 4 := by
    rw [hI]
    field_simp
    ring
  rw [exchangeEnergy_eq_integral hk, hS, hval]
  ring
```

## Positive density and two spins per momentum

Let $n$ be the number of electrons per unit volume. Two spin states per momentum give $n=k_F^3/(3\pi^2)$, hence $k_F=(3\pi^2n)^{1/3}$. The last theorem inserts this relation without deriving it. Writing $3\pi^2n=\pi^3\,(3n/\pi)$ gives $k_F=\pi(3n/\pi)^{1/3}$ and

$$e_x=-\frac34\left(\frac{3n}{\pi}\right)^{1/3}.$$

The proof makes this split in `hsplit` and takes the cube root of $\pi^3$ in `hroot`; `hn` makes $k_F$ positive, as `exchangeEnergy_eq` requires, and the factors under the root nonnegative, as the root rules require. At $n=0$ the equation still reads $0=0$ under Lean's convention for division by zero, but there is no electron to which an energy could belong.

The local density approximation applies this expression point by point to a varying density in electronic-structure calculations; the theorem itself concerns only the uniform, unpolarized gas, and contains no correlation energy.

```lean
/-- At density `n > 0`, with `kF = (3π² n)^(1/3)`, the exchange energy per electron is
`-(3/4) (3n/π)^(1/3)` in Hartree atomic units. -/
theorem exchangeEnergy_density {n : ℝ} (hn : 0 < n) :
    exchangeEnergy ((3 * Real.pi ^ 2 * n) ^ (1 / 3 : ℝ)) =
      -(3 / 4) * (3 * n / Real.pi) ^ (1 / 3 : ℝ) := by
  have hpi := Real.pi_pos
  have hroot : (Real.pi ^ 3) ^ (1 / 3 : ℝ) = Real.pi := by
    rw [← Real.rpow_natCast, ← Real.rpow_mul hpi.le]
    norm_num
  have hsplit : 3 * Real.pi ^ 2 * n = Real.pi ^ 3 * (3 * n / Real.pi) := by
    field_simp
  rw [exchangeEnergy_eq (by positivity), hsplit,
    Real.mul_rpow (by positivity) (by positivity), hroot]
  field_simp

end

end JelliumExchange
```

```lean
#print axioms JelliumExchange.structureFactor_increasing
#print axioms JelliumExchange.exchangeEnergy_eq
#print axioms JelliumExchange.exchangeEnergy_density
```

```
'JelliumExchange.structureFactor_increasing' depends on axioms: [propext, Classical.choice, Quot.sound]
'JelliumExchange.exchangeEnergy_eq' depends on axioms: [propext, Classical.choice, Quot.sound]
'JelliumExchange.exchangeEnergy_density' depends on axioms: [propext, Classical.choice, Quot.sound]
```
